# Isometric qubit encodings at half filling: fixing the electron number saves at most log₂(n+1) of n qubits

How few qubits can hold every state of a fixed number of electrons depends on which maps from electron states to qubit states are admitted. Here every linear map that preserves inner products is admitted, so a single electron configuration may be sent to an entangled superposition of bit strings. A lower bound on the number of qubits then applies to all such maps, however they are constructed.

## Electrons in orbitals and states of qubits

Take $n$ spin orbitals, each empty or singly occupied. There are $2^n$ occupation patterns, and $n$ qubits can store them all, one qubit per orbital. The Jordan–Wigner map does this.

A molecular Hamiltonian conserves the electron number $N$, so a calculation can be confined to the sector with $N$ electrons. Its dimension is the binomial coefficient $C(n,N)$, the number of ways to choose the occupied orbitals. For $n\ge 1$ this is smaller than $2^n$, so one may hope to use fewer qubits.

At half filling, $N=\lfloor n/2\rfloor$, the hope is largely disappointed. If $q$ qubits suffice, then

$$q \ge n-\log_2(n+1).$$

For electronic-structure simulation in a finite orbital basis, this limits what can be gained from electron-number conservation alone when the whole half-filled sector is encoded exactly. No Hamiltonian enters, so interactions between the electrons make no difference to the bound.

As an example, 10 electrons in 20 spin orbitals have $C(20,10)=184756$ configurations. This lies between $2^{17}=131072$ and $2^{18}=262144$, so 18 qubits are needed and two are saved. The general bound gives $q\ge 20-\log_2 21\approx 15.6$, hence at least 16.

## The statement in words

A configuration is a set of $N$ occupied orbitals. In Lean, `Config n N` is the type of subsets of `Fin n` with exactly `N` elements, and `Fin n` labels the orbitals from $0$ to $n-1$. A bit string of length $q$ is a function `Fin q → Bool`.

An encoding is a complex matrix $V$ with a row for each bit string and a column for each configuration. The predicate `IsEncoding V` says that $V^\dagger V=1$, where Lean writes `Vᴴ` for $V^\dagger$. The columns are therefore orthonormal. The word "encoding" means only this: it implies neither protection against errors nor an efficient circuit.

The main theorem, `half_filling_encoding_bound`, takes any encoding of the sector with `n / 2` electrons and concludes that $n-\log_2(n+1)\le q$. Division of natural numbers rounds down, so `n / 2` is $\lfloor n/2\rfloor$, and odd $n$ is included. The logarithm is `Real.logb 2 (n + 1)`, and the inequality is between real numbers. The theorem also holds for $n=0$. For $n=1$ the half-filled sector contains only the empty configuration, zero qubits suffice, and the bound is an equality.

A second theorem, `logarithmic_saving`, goes the other way. For $m$ electrons in $2m$ orbitals, $s$ qubits can be saved whenever $4^s\le 2m+1$. The largest such $s$ is $\lfloor\tfrac12\log_2(2m+1)\rfloor$, which grows without limit, so the logarithm in the main bound can't be replaced by a constant.

The step from this model to electrons is the identification of each configuration with a normalised Slater determinant built from orthonormal spin orbitals. These determinants form an orthonormal basis of the antisymmetric $N$-electron space generated by the $n$ chosen spin orbitals, which is why $V^\dagger V=1$ expresses preservation of inner products. The file starts from the configurations and contains no creation operators or fermionic signs.

Only the total electron number is fixed. Fixing the spin projection or a spatial symmetry as well generally gives a smaller space, to which this bound need not apply. Nor need it apply to encodings that keep only selected states. The theorems also say nothing about how complicated the Hamiltonian becomes after encoding.

## Counting the half-filled sector

Sorting the $2^n$ occupation patterns by electron number $k$ gives

$$2^n=\sum_{k=0}^{n} C(n,k).$$

For $0\le k<n$, neighbouring terms have the ratio

$$\frac{C(n,k+1)}{C(n,k)}=\frac{n-k}{k+1}.$$

This is at least 1 when $k<\lfloor n/2\rfloor$ and at most 1 when $k\ge\lfloor n/2\rfloor$. The terms thus never decrease up to $k=\lfloor n/2\rfloor$ and never increase afterwards, so the half-filled sector is at least as large as any other. Replacing each of the $n+1$ terms by this largest one yields

$$2^n\le (n+1)\,C(n,\lfloor n/2\rfloor).$$

## From dimension to number of qubits

Let $V$ be an encoding of the $N$-electron sector in $q$ qubits. If $Vx=Vy$, multiplication by $V^\dagger$ gives $x=y$. So $V$ is injective, and an injective linear map can't lower the dimension:

$$C(n,N)\le 2^q.$$

Conversely, suppose this inequality holds. Then each configuration $s$ can be given its own bit string $e(s)$. Set $V_{bs}=1$ if $b=e(s)$ and $V_{bs}=0$ otherwise. For configurations $s$ and $t$,

$$(V^\dagger V)_{st}=\sum_b \overline{V_{bs}}\,V_{bt}=\delta_{e(s),e(t)}=\delta_{st},$$

because different configurations have different labels. An encoding therefore exists exactly when $C(n,N)\le 2^q$.

At half filling the two inequalities combine to

$$2^n\le (n+1)\,2^q.$$

Taking base-2 logarithms gives $n\le\log_2(n+1)+q$, which is the main bound.

## Savings that can be achieved

Write $c_m=C(2m,m)$ for the number of configurations of $m$ electrons in $2m$ orbitals. From the factorial formula,

$$c_{m+1}=\frac{(2m+2)(2m+1)}{(m+1)^2}\,c_m,
\qquad\text{so}\qquad (m+1)\,c_{m+1}=2(2m+1)\,c_m.$$

The claim is that $c_m^2(2m+1)\le 16^m$. For $m=0$ both sides are 1. If it holds for $m$, then

$$\begin{aligned}
(m+1)^2c_{m+1}^2(2m+3)
&=4(2m+1)^2c_m^2(2m+3)\\
&=4(2m+1)(2m+3)\,\bigl[c_m^2(2m+1)\bigr]\\
&\le 4\cdot 4(m+1)^2\cdot 16^m .
\end{aligned}$$

The last line uses the induction hypothesis and $(2m+1)(2m+3)=4(m+1)^2-1$. Dividing by $(m+1)^2$ gives the claim for $m+1$.

Now let $s$ be the number of qubits to be saved, no longer a configuration, with $q+s=2m$ and $4^s\le 2m+1$. Then

$$c_m^2\,4^s\le c_m^2(2m+1)\le 16^m=(2^{2m})^2=(2^q)^2\,4^s.$$

Cancelling $4^s$ and taking square roots gives $c_m\le 2^q$, so an encoding in $q$ qubits exists.

## The Lean file

```lean
import Mathlib

open Matrix

namespace FixedNumberQubitEncoding

/-- The configurations of `N` electrons in `n` spin orbitals: sets of `N` occupied orbitals. -/
abbrev Config (n N : ℕ) := {s : Finset (Fin n) // s.card = N}

/-- A matrix `V` from the `N`-electron sector of `n` orbitals to the state space of `q` qubits
is an encoding if it is an isometry, `V† V = 1`. -/
def IsEncoding {n N q : ℕ} (V : Matrix (Fin q → Bool) (Config n N) ℂ) : Prop :=
  Vᴴ * V = 1

/-- The number `2 ^ n` of all occupation patterns of `n` orbitals is at most `n + 1` times the
number of patterns with `⌊n/2⌋` electrons. -/
theorem two_pow_le_half_filling (n : ℕ) : 2 ^ n ≤ (n + 1) * n.choose (n / 2) := by
  -- split Fock space by electron number and bound each sector by the largest one
  calc 2 ^ n = ∑ k ∈ Finset.range (n + 1), n.choose k := (Nat.sum_range_choose n).symm
    _ ≤ ∑ _k ∈ Finset.range (n + 1), n.choose (n / 2) :=
        Finset.sum_le_sum fun k _ => Nat.choose_le_middle k n
    _ = (n + 1) * n.choose (n / 2) := by simp

/-- The sector of `N` electrons in `n` orbitals can be encoded isometrically in `q` qubits
if and only if its dimension `C(n, N)` is at most `2 ^ q`. -/
theorem exists_encoding_iff (n N q : ℕ) :
    (∃ V : Matrix (Fin q → Bool) (Config n N) ℂ, IsEncoding V) ↔ n.choose N ≤ 2 ^ q := by
  have hc : Fintype.card (Config n N) = n.choose N := by simp [Config]
  have hb : Fintype.card (Fin q → Bool) = 2 ^ q := by simp
  constructor
  · rintro ⟨V, hV⟩
    have hV' : Vᴴ * V = 1 := hV
    -- an isometry is injective, so it cannot lower the dimension
    have hinj : Function.Injective V.mulVecLin := by
      intro x y hxy
      have h := congrArg (fun z => Vᴴ *ᵥ z) hxy
      simp only [Matrix.mulVecLin_apply, Matrix.mulVec_mulVec, hV', Matrix.one_mulVec] at h
      exact h
    have h := LinearMap.finrank_le_finrank_of_injective hinj
    rw [Module.finrank_fintype_fun_eq_card, Module.finrank_fintype_fun_eq_card, hc, hb] at h
    exact h
  · intro h
    -- label the configurations by distinct bit strings
    obtain ⟨e⟩ : Nonempty (Config n N ↪ (Fin q → Bool)) :=
      Function.Embedding.nonempty_of_card_le (by rw [hc, hb]; exact h)
    refine ⟨Matrix.of fun b s => if b = e s then 1 else 0, ?_⟩
    unfold IsEncoding
    ext s t
    rw [Matrix.mul_apply, Finset.sum_eq_single (e s)]
    · simp [Matrix.conjTranspose_apply, Matrix.of_apply, Matrix.one_apply]
    · intro b _ hb'
      simp [Matrix.conjTranspose_apply, Matrix.of_apply, hb']
    · simp

/-- If `q` qubits have at least as many basis states as there are configurations of `⌊n/2⌋`
electrons in `n` orbitals, then `q ≥ n - log₂ (n + 1)`. -/
theorem qubit_count_bound {n q : ℕ} (h : n.choose (n / 2) ≤ 2 ^ q) :
    (n : ℝ) - Real.logb 2 (n + 1) ≤ q := by
  have hN : 2 ^ n ≤ (n + 1) * 2 ^ q :=
    (two_pow_le_half_filling n).trans (Nat.mul_le_mul_left _ h)
  have hR : (2 : ℝ) ^ n ≤ ((n : ℝ) + 1) * 2 ^ q := by exact_mod_cast hN
  -- take logarithms to base two
  have hl := Real.logb_le_logb_of_le (b := 2) (by norm_num) (by positivity) hR
  rw [Real.logb_mul (by positivity) (by positivity), Real.logb_pow, Real.logb_pow,
    Real.logb_self_eq_one (by norm_num)] at hl
  linarith

/-- Every isometric encoding of `⌊n/2⌋` electrons in `n` orbitals into `q` qubits has
`q ≥ n - log₂ (n + 1)`: fixing the electron number saves at most `log₂ (n + 1)` of `n` qubits. -/
theorem half_filling_encoding_bound {n q : ℕ}
    (V : Matrix (Fin q → Bool) (Config n (n / 2)) ℂ) (hV : IsEncoding V) :
    (n : ℝ) - Real.logb 2 (n + 1) ≤ q :=
  qubit_count_bound ((exists_encoding_iff n (n / 2) q).1 ⟨V, hV⟩)

/-- The number `C(2m, m)` of configurations of `m` electrons in `2m` orbitals satisfies
`C(2m, m)² (2m + 1) ≤ 16 ^ m`. -/
theorem half_filling_upper (m : ℕ) : ((2 * m).choose m) ^ 2 * (2 * m + 1) ≤ 16 ^ m := by
  rw [← Nat.centralBinom_eq_two_mul_choose]
  induction m with
  | zero => simp
  | succ m ih =>
    -- recursion for adding two orbitals and one electron
    have h := Nat.succ_mul_centralBinom_succ m
    refine le_of_mul_le_mul_left (a := (m + 1) ^ 2) ?_ (by positivity)
    calc (m + 1) ^ 2 * ((m + 1).centralBinom ^ 2 * (2 * (m + 1) + 1))
        = ((m + 1) * (m + 1).centralBinom) ^ 2 * (2 * m + 3) := by ring
      _ = 4 * ((2 * m + 1) * (2 * m + 3)) * (m.centralBinom ^ 2 * (2 * m + 1)) := by
          rw [h]; ring
      _ ≤ 4 * (4 * (m + 1) ^ 2) * 16 ^ m := Nat.mul_le_mul (by nlinarith) ih
      _ = (m + 1) ^ 2 * 16 ^ (m + 1) := by ring

/-- For `m` electrons in `2m` orbitals, `s` qubits can be saved whenever `4 ^ s ≤ 2m + 1`:
an isometric encoding into `q` qubits exists, where `q + s = 2m`. -/
theorem logarithmic_saving {m q s : ℕ} (hs : 4 ^ s ≤ 2 * m + 1) (hq : q + s = 2 * m) :
    ∃ V : Matrix (Fin q → Bool) (Config (2 * m) m) ℂ, IsEncoding V := by
  rw [exists_encoding_iff]
  have h16 : 16 ^ m = (2 ^ q) ^ 2 * 4 ^ s := by
    calc 16 ^ m = (2 ^ (2 * m)) ^ 2 := by
          rw [pow_mul, ← pow_mul, mul_comm m 2, pow_mul]; norm_num
      _ = (2 ^ q) ^ 2 * (2 ^ s) ^ 2 := by rw [← hq, pow_add, mul_pow]
      _ = (2 ^ q) ^ 2 * 4 ^ s := by
          congr 1
          rw [← pow_mul, mul_comm s 2, pow_mul]; norm_num
  have key : ((2 * m).choose m) ^ 2 * 4 ^ s ≤ (2 ^ q) ^ 2 * 4 ^ s :=
    calc ((2 * m).choose m) ^ 2 * 4 ^ s
        ≤ ((2 * m).choose m) ^ 2 * (2 * m + 1) := Nat.mul_le_mul_left _ hs
      _ ≤ 16 ^ m := half_filling_upper m
      _ = (2 ^ q) ^ 2 * 4 ^ s := h16
  -- cancel the saved factor and take square roots
  have hsq : ((2 * m).choose m) ^ 2 ≤ (2 ^ q) ^ 2 :=
    le_of_mul_le_mul_right key (by positivity)
  exact (Nat.pow_le_pow_iff_left two_ne_zero).1 hsq

end FixedNumberQubitEncoding
```

```lean
#print axioms FixedNumberQubitEncoding.half_filling_encoding_bound
#print axioms FixedNumberQubitEncoding.logarithmic_saving
```

```
'FixedNumberQubitEncoding.half_filling_encoding_bound' depends on axioms: [propext, Classical.choice, Quot.sound]
'FixedNumberQubitEncoding.logarithmic_saving' depends on axioms: [propext, Classical.choice, Quot.sound]
```

## The bound on encodings in Lean

`two_pow_le_half_filling` is the count by electron number. Its `calc` chain starts from `Nat.sum_range_choose`, the sum of the binomial coefficients. It then bounds each term with `Nat.choose_le_middle`, which replaces the ratio argument above, and finally adds $n+1$ equal terms.

`exists_encoding_iff` contains the linear algebra and is stated for every electron number $N$. In the forward direction, `hinj` multiplies $Vx=Vy$ by $V^\dagger$ and simplifies with $V^\dagger V=1$. The lemma `LinearMap.finrank_le_finrank_of_injective` then compares dimensions, which the facts `hc` and `hb` identify as $C(n,N)$ and $2^q$.

In the reverse direction, `Function.Embedding.nonempty_of_card_le` supplies the injective labelling `e`. The matrix is the one defined above. To evaluate an entry of $V^\dagger V$, `Finset.sum_eq_single (e s)` keeps the one bit string that can contribute, and injectivity of `e` turns the result into an entry of the identity matrix.

`qubit_count_bound` is the counting form of the result: it assumes $C(n,\lfloor n/2\rfloor)\le 2^q$ and mentions no encoding. The inequality $2^n\le(n+1)2^q$ is first obtained for natural numbers as `hN` and then carried over to real numbers as `hR`. Monotonicity of the logarithm and the rules for products and powers turn it into a linear inequality, which `linarith` rearranges.

`half_filling_encoding_bound` joins the two parts. The forward direction of `exists_encoding_iff` converts the given $V$ into the dimension inequality that `qubit_count_bound` needs.

## The achievable saving in Lean

`half_filling_upper` is the induction for $c_m$, which Mathlib calls `m.centralBinom`. The recursion is `Nat.succ_mul_centralBinom_succ`. To stay within the natural numbers, the proof multiplies the desired inequality by $(m+1)^2$ at the start and removes that factor with `le_of_mul_le_mul_left`. The `calc` chain then follows the derivation above, with `nlinarith` proving $(2m+1)(2m+3)\le4(m+1)^2$ and `ih` supplying the induction hypothesis.

`logarithmic_saving` begins by replacing the existence of an encoding with the condition $C(2m,m)\le2^q$. The identity `h16` rewrites $16^m$ as $(2^q)^2\,4^s$, and `key` is the chain of inequalities that ends there. The factor $4^s$ is cancelled to give `hsq`, and the last line removes the squares.

## Encodings as labellings by bit strings

An encoding could also have been defined as an injective function from configurations to bit strings. The main theorem would then be pure counting, with no matrices or complex numbers. The smallest possible $q$ would stay the same, since such a function exists under the same condition $C(n,N)\le2^q$.

What would change is the reach of the two results. The lower bound would no longer speak about encodings that send a configuration to a superposition. The existence result would say more, because it would guarantee an encoding that maps every configuration to a single bit string. The proof of `exists_encoding_iff` does construct an encoding of this kind, but its statement records only that an isometry exists.
